# The canonical dd ratio −6 : 4 : −1 from fourth derivatives of 1/r

Let $u(x)=1/|x|$ and $R>0$. Applying each of the operators $(2\partial_z^2-\partial_x^2-\partial_y^2)/2$, $\sqrt3\,\partial_x\partial_z$ and $\sqrt3\,\partial_x\partial_y$ twice to $u$ gives, at $(0,0,R)$,

$$\frac{54}{R^5},\qquad -\frac{36}{R^5},\qquad \frac{9}{R^5}.$$

These are $-9/R^5$ times $-6,4,-1$, the canonical ratio $dd\sigma:dd\pi:dd\delta$. In a two-centre tight-binding d-band model that adopts this ratio, the three hopping integrals at a given bond length are fixed up to one common factor. The theorems concern derivatives of $1/r$; identifying them with hopping integrals is a modelling assumption.

Coordinates carry indices 0, 1, 2. In the code, `coulomb` is $u$, `pd i` is $\partial_i$, an ordinary derivative along a coordinate line, and `quadOp Q` is $D_Q=\sum_{ij}Q_{ij}\partial_i\partial_j$. The matrices `dForm` represent $z^2,xz,yz,xy,x^2-y^2$. An off-diagonal pair of entries $\sqrt3/2$ gives, for example, $\sqrt3\,\partial_x\partial_z$. Each matrix $P$ in the list has $\mathrm{tr}\,P^2=3/2$, so the five orbitals share one normalisation.

```lean
import Mathlib

open Matrix

namespace CanonicalSlaterKoster

noncomputable section

/-- The point reached from `x` by moving a distance `t` along coordinate axis `i`. -/
def shift (x : Fin 3 → ℝ) (i : Fin 3) (t : ℝ) : Fin 3 → ℝ := x + t • Pi.single i 1

/-- The derivative of a scalar field `g` along coordinate axis `i`. -/
def pd (i : Fin 3) (g : (Fin 3 → ℝ) → ℝ) (x : Fin 3 → ℝ) : ℝ :=
  deriv (fun t => g (shift x i t)) 0

/-- The Coulomb kernel `1/r`, meant for points away from the origin. -/
def coulomb (x : Fin 3 → ℝ) : ℝ := (√(x 0 ^ 2 + x 1 ^ 2 + x 2 ^ 2))⁻¹

/-- The second-order differential operator `∑ Q i j ∂ᵢ ∂ⱼ` with coefficient matrix `Q`. -/
def quadOp (Q : Matrix (Fin 3) (Fin 3) ℝ) (g : (Fin 3 → ℝ) → ℝ) (x : Fin 3 → ℝ) : ℝ :=
  ∑ i, ∑ j, Q i j * pd i (pd j g) x

/-- The coefficient matrices of the five d orbitals, in the order
`z²`, `xz`, `yz`, `xy`, `x² - y²`. -/
def dForm : Fin 5 → Matrix (Fin 3) (Fin 3) ℝ :=
  ![!![-1/2, 0, 0; 0, -1/2, 0; 0, 0, 1],
    !![0, 0, √3/2; 0, 0, 0; √3/2, 0, 0],
    !![0, 0, 0; 0, 0, √3/2; 0, √3/2, 0],
    !![0, √3/2, 0; √3/2, 0, 0; 0, 0, 0],
    !![√3/2, 0, 0; 0, -(√3/2), 0; 0, 0, 0]]
```

## Symmetric coefficient matrices

Away from the origin partial derivatives of $u$ commute, so $D_P$ sees only the symmetric part of $P$. Requiring `P.IsSymm` excludes an antisymmetric part, which would have no effect on $D_Pu$ there. By hand, symmetry enters when the quadratic form $q=x\cdot Px$ is differentiated:

$$\partial_i q=\sum_j(P_{ij}+P_{ji})x_j=2(Px)_i .$$

`hasDerivAt_quad` follows this line: the product rule gives two sums, and `hP.apply` turns the second into $(Px)_i$. For an antisymmetric $P$ the form $q$ vanishes, while $2Px$ generally does not, so the gradient formula would fail.

```lean
/-- A displacement of length zero leaves the point where it is. -/
theorem shift_zero (x : Fin 3 → ℝ) (i : Fin 3) : shift x i 0 = x := by
  simp [shift]

/-- The derivative of component `j` of the linear field `P x` along axis `i` is `P j i`. -/
theorem hasDerivAt_mulVec (P : Matrix (Fin 3) (Fin 3) ℝ) (x : Fin 3 → ℝ) (i j : Fin 3) :
    HasDerivAt (fun t => (P *ᵥ shift x i t) j) (P j i) 0 := by
  have e : (fun t => (P *ᵥ shift x i t) j) = fun t => (P *ᵥ x) j + t * P j i := by
    funext t
    simp [shift, Matrix.mulVec_add, Matrix.mulVec_smul]
  rw [e]
  exact (((hasDerivAt_id (0 : ℝ)).mul_const (P j i)).const_add ((P *ᵥ x) j)).congr_deriv
    (one_mul _)

/-- The gradient of the quadratic form `x · P x` of a symmetric matrix is `2 P x`. -/
theorem hasDerivAt_quad {P : Matrix (Fin 3) (Fin 3) ℝ} (hP : P.IsSymm)
    (x : Fin 3 → ℝ) (i : Fin 3) :
    HasDerivAt (fun t => shift x i t ⬝ᵥ P *ᵥ shift x i t) (2 * (P *ᵥ x) i) 0 := by
  have c : ∀ j, HasDerivAt (fun t => shift x i t j)
      ((1 : Matrix (Fin 3) (Fin 3) ℝ) j i) 0 := fun j => by
    simpa only [Matrix.one_mulVec] using hasDerivAt_mulVec 1 x i j
  have h := HasDerivAt.fun_sum (u := Finset.univ)
    (fun j _ => (c j).fun_mul (hasDerivAt_mulVec P x i j))
  refine h.congr_deriv ?_
  have h1 : ∑ j, (1 : Matrix (Fin 3) (Fin 3) ℝ) j i * (P *ᵥ x) j = (P *ᵥ x) i := by
    simp [Matrix.one_apply]
  have h2 : ∑ j, x j * P j i = (P *ᵥ x) i := by
    simp only [Matrix.mulVec, dotProduct]
    exact Finset.sum_congr rfl fun j _ => by rw [hP.apply i j, mul_comm]
  simp only [shift_zero, Finset.sum_add_distrib]
  rw [h1, h2]
  ring
```

## A bond vector that is not zero

The hypothesis `x ≠ 0` says that the two sites are distinct. It permits the first derivative

$$\partial_i u=-x_i u^3,$$

which `hasDerivAt_coulomb` obtains by differentiating the squared distance, its root and the inverse in turn. At the origin the kernel is singular, and the value 0 that Lean assigns to it there has no physical meaning.

To differentiate a closed form again, one needs it in a neighbourhood of the point. `pd_congr` supplies this: by continuity, a short displacement from $x\ne0$ stays away from the origin.

```lean
/-- Away from the origin the derivative of `1/r` along axis `i` is `-xᵢ/r³`. -/
theorem hasDerivAt_coulomb {x : Fin 3 → ℝ} (hx : x ≠ 0) (i : Fin 3) :
    HasDerivAt (fun t => coulomb (shift x i t)) (-(x i) * coulomb x ^ 3) 0 := by
  have hpos : 0 < x 0 ^ 2 + x 1 ^ 2 + x 2 ^ 2 := by
    by_contra h
    have s0 := sq_nonneg (x 0)
    have s1 := sq_nonneg (x 1)
    have s2 := sq_nonneg (x 2)
    have h0 : x 0 = 0 := (pow_eq_zero_iff two_ne_zero).mp (by linarith)
    have h1 : x 1 = 0 := (pow_eq_zero_iff two_ne_zero).mp (by linarith)
    have h2 : x 2 = 0 := (pow_eq_zero_iff two_ne_zero).mp (by linarith)
    apply hx
    funext j
    fin_cases j
    exacts [h0, h1, h2]
  have c : ∀ j, HasDerivAt (fun t => shift x i t j)
      ((1 : Matrix (Fin 3) (Fin 3) ℝ) j i) 0 := fun j => by
    simpa only [Matrix.one_mulVec] using hasDerivAt_mulVec 1 x i j
  -- the squared distance has derivative `2 xᵢ`
  have hs : HasDerivAt
      (fun t => shift x i t 0 ^ 2 + shift x i t 1 ^ 2 + shift x i t 2 ^ 2) (2 * x i) 0 := by
    refine ((((c 0).fun_pow 2).fun_add ((c 1).fun_pow 2)).fun_add
      ((c 2).fun_pow 2)).congr_deriv ?_
    fin_cases i <;> simp [shift_zero, Matrix.one_apply]
  have hr : √(x 0 ^ 2 + x 1 ^ 2 + x 2 ^ 2) ≠ 0 := (Real.sqrt_pos.mpr hpos).ne'
  have h := (hs.sqrt (by simpa only [shift_zero] using hpos.ne')).inv
    (by simpa only [shift_zero] using hr)
  refine h.congr_deriv ?_
  simp only [shift_zero, coulomb]
  field_simp

/-- Two fields that agree away from the origin have the same derivatives there. -/
theorem pd_congr {g k : (Fin 3 → ℝ) → ℝ} (i : Fin 3) (h : ∀ y, y ≠ 0 → g y = k y)
    {x : Fin 3 → ℝ} (hx : x ≠ 0) : pd i g x = pd i k x := by
  apply Filter.EventuallyEq.deriv_eq
  have hc : ContinuousAt (fun t : ℝ => shift x i t) 0 := by
    unfold shift
    fun_prop
  have hne := hc.eventually_ne (y := 0) (by simpa only [shift_zero] using hx)
  filter_upwards [hne] with t ht using h _ ht
```

## Quadrupoles without a trace

A trace in $P$ would add a multiple of the Laplacian, an s-like component, to the d operator. Differentiating once more gives

$$\partial_i\partial_j u=3x_ix_ju^5-\delta_{ij}u^3,\qquad D_Pu=3q\,u^5-(\mathrm{tr}\,P)u^3 .$$

With $\mathrm{tr}\,P=0$ only the first term survives. For $P=1$, dropping the second term would give $3u^3$ where the Laplacian gives 0. In `quadOp_coulomb`, the final `linear_combination` removes precisely this trace term.

```lean
/-- Away from the origin, a traceless second-order operator turns `1/r` into the field `3 (x · P
x)/r⁵`. -/
theorem quadOp_coulomb {P : Matrix (Fin 3) (Fin 3) ℝ} (hP : P.trace = 0)
    {x : Fin 3 → ℝ} (hx : x ≠ 0) :
    quadOp P coulomb x = 3 * (x ⬝ᵥ P *ᵥ x) * coulomb x ^ 5 := by
  have second : ∀ i j, pd i (pd j coulomb) x = 3 * x i * x j * coulomb x ^ 5
      - (1 : Matrix (Fin 3) (Fin 3) ℝ) j i * coulomb x ^ 3 := by
    intro i j
    have first : ∀ y, y ≠ 0 → pd j coulomb y = -(y j) * coulomb y ^ 3 :=
      fun y hy => (hasDerivAt_coulomb hy j).deriv
    rw [pd_congr i first hx]
    have c : HasDerivAt (fun t => shift x i t j)
        ((1 : Matrix (Fin 3) (Fin 3) ℝ) j i) 0 := by
      simpa only [Matrix.one_mulVec] using hasDerivAt_mulVec 1 x i j
    refine (c.fun_neg.fun_mul ((hasDerivAt_coulomb hx i).fun_pow 3)).deriv.trans ?_
    simp only [shift_zero, Nat.cast_ofNat, Nat.reduceSub]
    ring
  rw [Matrix.trace_fin_three] at hP
  simp only [quadOp, second, Fin.sum_univ_three, Matrix.mulVec, dotProduct,
    Matrix.one_apply, Fin.isValue, Fin.reduceEq, reduceIte]
  linear_combination (-coulomb x ^ 3) * hP
```

Two further derivatives give

$$\partial_jD_Pu=6(Px)_ju^5-15q\,x_ju^7,$$

$$\begin{aligned}\partial_i\partial_jD_Pu={}&6P_{ji}u^5-30\big[(Px)_jx_i+(Px)_ix_j\big]u^7\\&-15q\,\delta_{ij}u^7+105q\,x_ix_ju^9 .\end{aligned}$$

Now contract with $Q_{ij}$. Symmetry of $Q$ makes the two bracketed terms equal, and $\mathrm{tr}\,Q=0$ removes the $\delta_{ij}$ term, which would otherwise leave $-15q(\mathrm{tr}\,Q)u^7$:

$$D_QD_Pu=105(x\cdot Px)(x\cdot Qx)u^9-60(Px\cdot Qx)u^7+6\,\mathrm{tr}(QP)u^5 .$$

This holds for every bond direction. In the proof, `first` and `second` are the two displayed derivatives.

```lean
/-- The result of applying two second-order operators with symmetric traceless coefficient matrices
to `1/r` in succession, at any point `x ≠ 0`. -/
theorem quadOp_quadOp_coulomb {P Q : Matrix (Fin 3) (Fin 3) ℝ} (hP : P.IsSymm)
    (hQ : Q.IsSymm) (hPt : P.trace = 0) (hQt : Q.trace = 0) {x : Fin 3 → ℝ} (hx : x ≠ 0) :
    quadOp Q (quadOp P coulomb) x =
      105 * (x ⬝ᵥ P *ᵥ x) * (x ⬝ᵥ Q *ᵥ x) * coulomb x ^ 9
        - 60 * ((P *ᵥ x) ⬝ᵥ (Q *ᵥ x)) * coulomb x ^ 7
        + 6 * (Q * P).trace * coulomb x ^ 5 := by
  -- third derivatives of the kernel, contracted with `P`
  have first : ∀ j y, y ≠ 0 → pd j (quadOp P coulomb) y =
      6 * (P *ᵥ y) j * coulomb y ^ 5 - 15 * (y ⬝ᵥ P *ᵥ y) * y j * coulomb y ^ 7 := by
    intro j y hy
    rw [pd_congr j (fun z hz => quadOp_coulomb hPt hz) hy]
    refine (((hasDerivAt_quad hP y j).const_mul (3 : ℝ)).fun_mul
      ((hasDerivAt_coulomb hy j).fun_pow 5)).deriv.trans ?_
    simp only [shift_zero, Nat.cast_ofNat, Nat.reduceSub]
    ring
  -- fourth derivatives, contracted with `P`
  have second : ∀ i j, pd i (pd j (quadOp P coulomb)) x =
      6 * P j i * coulomb x ^ 5 - 30 * (P *ᵥ x) j * x i * coulomb x ^ 7
        - 30 * (P *ᵥ x) i * x j * coulomb x ^ 7
        - 15 * (x ⬝ᵥ P *ᵥ x) * (1 : Matrix (Fin 3) (Fin 3) ℝ) j i * coulomb x ^ 7
        + 105 * (x ⬝ᵥ P *ᵥ x) * x i * x j * coulomb x ^ 9 := by
    intro i j
    rw [pd_congr i (first j) hx]
    have c : HasDerivAt (fun t => shift x i t j)
        ((1 : Matrix (Fin 3) (Fin 3) ℝ) j i) 0 := by
      simpa only [Matrix.one_mulVec] using hasDerivAt_mulVec 1 x i j
    have u := hasDerivAt_coulomb hx i
    refine ((((hasDerivAt_mulVec P x i j).const_mul (6 : ℝ)).fun_mul (u.fun_pow 5)).fun_sub
      ((((hasDerivAt_quad hP x i).const_mul (15 : ℝ)).fun_mul c).fun_mul
        (u.fun_pow 7))).deriv.trans ?_
    simp only [shift_zero, Nat.cast_ofNat, Nat.reduceSub]
    ring
  rw [Matrix.trace_fin_three] at hQt
  simp only [quadOp] at second ⊢
  simp only [second]
  generalize x ⬝ᵥ P *ᵥ x = q
  generalize P *ᵥ x = w
  simp only [Matrix.trace_fin_three, Matrix.mul_apply, Fin.sum_univ_three, Matrix.mulVec,
    dotProduct, Matrix.one_apply, Fin.isValue, Fin.reduceEq, reduceIte,
    hQ.apply 0 1, hQ.apply 0 2, hQ.apply 1 2]
  linear_combination (-15 * q * coulomb x ^ 7) * hQt
```

## A positive length along z

At $x=(0,0,R)$ we have $q=R^2P_{22}$ and $Px=R(P_{02},P_{12},P_{22})$. The hypothesis $R>0$ gives $u=1/R$, hence

$$D_QD_Pu=\frac{105P_{22}Q_{22}-60\sum_kP_{k2}Q_{k2}+6\,\mathrm{tr}(QP)}{R^5}.$$

For negative $R$ the denominator would have to be $|R|^5$. `quadOp_axis` performs this substitution and cancels the powers of $R$.

```lean
/-- At `(0, 0, R)` with `R > 0`, applying two operators with symmetric traceless coefficient
matrices to `1/r` gives a number fixed by the matrices, divided by `R⁵`. -/
theorem quadOp_axis {P Q : Matrix (Fin 3) (Fin 3) ℝ} (hP : P.IsSymm) (hQ : Q.IsSymm)
    (hPt : P.trace = 0) (hQt : Q.trace = 0) {R : ℝ} (hR : 0 < R) :
    quadOp Q (quadOp P coulomb) ![0, 0, R] =
      (105 * P 2 2 * Q 2 2 - 60 * (P 0 2 * Q 0 2 + P 1 2 * Q 1 2 + P 2 2 * Q 2 2)
        + 6 * (Q * P).trace) / R ^ 5 := by
  have hx : (![0, 0, R] : Fin 3 → ℝ) ≠ 0 := fun h => hR.ne' (congrFun h 2)
  have hu : coulomb ![0, 0, R] = R⁻¹ := by
    simp [coulomb, Real.sqrt_sq hR.le]
  have e4 : R ^ 4 * R⁻¹ ^ 9 = R⁻¹ ^ 5 := by field_simp
  have e2 : R ^ 2 * R⁻¹ ^ 7 = R⁻¹ ^ 5 := by field_simp
  rw [quadOp_quadOp_coulomb hP hQ hPt hQt hx, hu, div_eq_mul_inv, ← inv_pow]
  simp only [Matrix.mulVec, dotProduct, Fin.sum_univ_three,
    show (![0, 0, R] : Fin 3 → ℝ) 0 = 0 from rfl,
    show (![0, 0, R] : Fin 3 → ℝ) 1 = 0 from rfl,
    show (![0, 0, R] : Fin 3 → ℝ) 2 = R from rfl]
  linear_combination 105 * P 2 2 * Q 2 2 * e4
    - 60 * (P 0 2 * Q 0 2 + P 1 2 * Q 1 2 + P 2 2 * Q 2 2) * e2
```

For equal orbitals the trace term is always $6\cdot\tfrac32=9$. The numerators are therefore

- $z^2$: $105-60+9=54$;
- $xz$ and $yz$: $-60\cdot\tfrac34+9=-36$;
- $xy$ and $x^2-y^2$: $9$.

For different orbitals $P_{22}Q_{22}$, the product of the third columns and $\mathrm{tr}(QP)$ all vanish, so $D_QD_Pu=0$ at this point.

`dForm_symm_traceless` checks the matrix hypotheses for all five orbitals. `canonical_dd_table` then evaluates the 25 pairs, using $\sqrt3\cdot\sqrt3=3$; its diagonal contains the three values stated at the start.

```lean
/-- The coefficient matrices of the five d orbitals are symmetric and traceless. -/
theorem dForm_symm_traceless (a : Fin 5) : (dForm a).IsSymm ∧ (dForm a).trace = 0 := by
  constructor
  · apply Matrix.IsSymm.ext
    intro i j
    fin_cases a <;> fin_cases i <;> fin_cases j <;> simp [dForm]
  · fin_cases a <;> simp [dForm, Matrix.trace_fin_three]

/-- Two of the operators given by `dForm`, applied in succession to `1/r` and evaluated at `(0, 0,
R)` with `R > 0`, give 0 if they are different; the same operator applied twice gives `-9/R⁵` times
`-6, 4, 4, -1, -1`, in the order of `dForm`. -/
theorem canonical_dd_table (a b : Fin 5) {R : ℝ} (hR : 0 < R) :
    quadOp (dForm a) (quadOp (dForm b) coulomb) ![0, 0, R] =
      if a = b then -(9 / R ^ 5) * (![-6, 4, 4, -1, -1] : Fin 5 → ℝ) a else 0 := by
  have h3 : √(3 : ℝ) * √3 = 3 := Real.mul_self_sqrt (by norm_num)
  -- the numerators, orbital pair by orbital pair
  have key : 105 * dForm b 2 2 * dForm a 2 2
      - 60 * (dForm b 0 2 * dForm a 0 2 + dForm b 1 2 * dForm a 1 2
        + dForm b 2 2 * dForm a 2 2) + 6 * (dForm a * dForm b).trace
      = if a = b then -9 * (![-6, 4, 4, -1, -1] : Fin 5 → ℝ) a else 0 := by
    rw [Matrix.trace_fin_three]
    simp only [Matrix.mul_apply, Fin.sum_univ_three]
    fin_cases a <;> fin_cases b <;> simp [dForm] <;> linarith
  rw [quadOp_axis (dForm_symm_traceless b).1 (dForm_symm_traceless a).1
    (dForm_symm_traceless b).2 (dForm_symm_traceless a).2 hR, key]
  split_ifs <;> ring

end

end CanonicalSlaterKoster
```

```lean
#print axioms CanonicalSlaterKoster.hasDerivAt_coulomb
#print axioms CanonicalSlaterKoster.canonical_dd_table
```

```
'CanonicalSlaterKoster.hasDerivAt_coulomb' depends on axioms: [propext, Classical.choice, Quot.sound]
'CanonicalSlaterKoster.canonical_dd_table' depends on axioms: [propext, Classical.choice, Quot.sound]
```
